# Exactness of cross (skeleton) interpolation for a matrix of inner dimension $D$

To compress a large two-index coefficient array, such as the amplitudes of a pure state of two subsystems, one can evaluate only $D$ of its rows and $D$ of its columns and join them through the inverse of the $D\times D$ block where they cross. That step returns every entry without error when the array factorises with inner dimension $D$ and the block is invertible, which the following file proves for a single matrix in exact arithmetic.

```lean
import Mathlib

open Matrix

namespace CrossInterpolation

noncomputable section

variable {R m n D E : Type*} [CommRing R]

/-- The chosen columns `M(:,J)` of a matrix `M`. -/
def pivotCols (M : Matrix m n R) (J : D → n) : Matrix m D R := M.submatrix id J

/-- The chosen rows `M(I,:)` of a matrix `M`. -/
def pivotRows (M : Matrix m n R) (I : D → m) : Matrix D n R := M.submatrix I id

/-- The square pivot block `G = M(I,J)` where the chosen rows and columns cross. -/
def pivotBlock (M : Matrix m n R) (I : D → m) (J : D → n) : Matrix D D R := M.submatrix I J

/-- The cross (skeleton) interpolant `M(:,J) G⁻¹ M(I,:)`. -/
def crossInterp [Fintype D] [DecidableEq D] (M : Matrix m n R) (I : D → m) (J : D → n) :
    Matrix m n R :=
  pivotCols M J * (pivotBlock M I J)⁻¹ * pivotRows M I

/-- The chosen columns of `X Y` are `X Y(:,J)`. -/
theorem pivotCols_mul [Fintype E] (X : Matrix m E R) (Y : Matrix E n R) (J : D → n) :
    pivotCols (X * Y) J = X * pivotCols Y J := by
  ext a b
  simp [pivotCols, Matrix.mul_apply]

/-- The chosen rows of `X Y` are `X(I,:) Y`. -/
theorem pivotRows_mul [Fintype E] (X : Matrix m E R) (Y : Matrix E n R) (I : D → m) :
    pivotRows (X * Y) I = pivotRows X I * Y := by
  ext a b
  simp [pivotRows, Matrix.mul_apply]

/-- The pivot block of `X Y` is `X(I,:) Y(:,J)`. -/
theorem pivotBlock_mul [Fintype E] (X : Matrix m E R) (Y : Matrix E n R)
    (I : D → m) (J : D → n) :
    pivotBlock (X * Y) I J = pivotRows X I * pivotCols Y J := by
  ext a b
  simp [pivotBlock, pivotRows, pivotCols, Matrix.mul_apply]

variable [Fintype D] [DecidableEq D]

/-- For inner dimension `D`, the pivot block of `X Y` is invertible exactly when the square
blocks `X(I,:)` and `Y(:,J)` are both invertible. -/
theorem pivotBlock_isUnit_iff (X : Matrix m D R) (Y : Matrix D n R) (I : D → m) (J : D → n) :
    IsUnit (pivotBlock (X * Y) I J).det ↔
      IsUnit (pivotRows X I).det ∧ IsUnit (pivotCols Y J).det := by
  rw [pivotBlock_mul, Matrix.det_mul]
  exact IsUnit.mul_iff

/-- For `M = X Y` with invertible pivot block `G`, one has `M(:,J) G⁻¹ = X X(I,:)⁻¹` and
`G⁻¹ M(I,:) = Y(:,J)⁻¹ Y`. -/
theorem cross_factors_gauge (X : Matrix m D R) (Y : Matrix D n R) (I : D → m) (J : D → n)
    (hG : IsUnit (pivotBlock (X * Y) I J).det) :
    pivotCols (X * Y) J * (pivotBlock (X * Y) I J)⁻¹ = X * (pivotRows X I)⁻¹ ∧
      (pivotBlock (X * Y) I J)⁻¹ * pivotRows (X * Y) I = (pivotCols Y J)⁻¹ * Y := by
  obtain ⟨hX, hY⟩ := (pivotBlock_isUnit_iff X Y I J).mp hG
  -- G⁻¹ = Y(:,J)⁻¹ X(I,:)⁻¹, and one square block cancels on each side
  constructor
  · rw [pivotCols_mul, pivotBlock_mul, Matrix.mul_inv_rev, Matrix.mul_assoc,
      ← Matrix.mul_assoc (pivotCols Y J), Matrix.mul_nonsing_inv _ hY, Matrix.one_mul]
  · rw [pivotRows_mul, pivotBlock_mul, Matrix.mul_inv_rev, Matrix.mul_assoc,
      ← Matrix.mul_assoc (pivotRows X I)⁻¹, Matrix.nonsing_inv_mul _ hX, Matrix.one_mul]

/-- Exactness of cross interpolation: if `M = X Y` with inner dimension `D` and the pivot
block `G = M(I,J)` is invertible, then `M = M(:,J) G⁻¹ M(I,:)`. -/
theorem cross_exact (M : Matrix m n R) (X : Matrix m D R) (Y : Matrix D n R)
    (I : D → m) (J : D → n) (hM : M = X * Y) (hG : IsUnit (pivotBlock M I J).det) :
    M = crossInterp M I J := by
  subst hM
  obtain ⟨hX, _⟩ := (pivotBlock_isUnit_iff X Y I J).mp hG
  unfold crossInterp
  -- X X(I,:)⁻¹ · X(I,:) Y = X Y
  rw [(cross_factors_gauge X Y I J hG).1, pivotRows_mul, Matrix.mul_assoc X,
    ← Matrix.mul_assoc (pivotRows X I)⁻¹, Matrix.nonsing_inv_mul _ hX, Matrix.one_mul]

/-- For any matrix with invertible pivot block, the cross interpolant agrees with the matrix
on the chosen rows and on the chosen columns. -/
theorem cross_interpolates (M : Matrix m n R) (I : D → m) (J : D → n)
    (hG : IsUnit (pivotBlock M I J).det) :
    pivotRows (crossInterp M I J) I = pivotRows M I ∧
      pivotCols (crossInterp M I J) J = pivotCols M J := by
  have h1 : pivotRows (pivotCols M J) I = pivotBlock M I J := rfl
  have h2 : pivotCols (pivotRows M I) J = pivotBlock M I J := rfl
  unfold crossInterp
  constructor
  · rw [pivotRows_mul, pivotRows_mul, h1, Matrix.mul_nonsing_inv _ hG, Matrix.one_mul]
  · rw [pivotCols_mul, h2, Matrix.mul_assoc, Matrix.nonsing_inv_mul _ hG, Matrix.mul_one]

/-- With an invertible pivot block, the cross interpolant equals `M` exactly when `M` has a
factorisation `X Y` with inner dimension `D`. -/
theorem cross_exact_iff_factorises (M : Matrix m n R) (I : D → m) (J : D → n)
    (hG : IsUnit (pivotBlock M I J).det) :
    M = crossInterp M I J ↔ ∃ (X : Matrix m D R) (Y : Matrix D n R), M = X * Y := by
  constructor
  · intro h
    exact ⟨pivotCols M J * (pivotBlock M I J)⁻¹, pivotRows M I, h⟩
  · rintro ⟨X, Y, h⟩
    exact cross_exact M X Y I J h hG

/-- Over a field and with an invertible pivot block, the cross interpolant equals `M` exactly
when the rank of `M` is at most the number of pivots. -/
theorem cross_exact_iff_rank_le {K : Type*} [Field K] [Fintype n] (M : Matrix m n K)
    (I : D → m) (J : D → n) (hG : IsUnit (pivotBlock M I J).det) :
    M = crossInterp M I J ↔ M.rank ≤ Fintype.card D := by
  classical
  constructor
  · intro h
    calc M.rank = (pivotCols M J * (pivotBlock M I J)⁻¹ * pivotRows M I).rank :=
          congrArg Matrix.rank h
      _ ≤ (pivotCols M J * (pivotBlock M I J)⁻¹).rank := Matrix.rank_mul_le_left _ _
      _ ≤ Fintype.card D := Matrix.rank_le_card_width _
  · intro hr
    -- the chosen columns lie in the column space of M
    obtain ⟨S, hS⟩ : ∃ S : Matrix n D K, pivotCols M J = M * S := by
      refine ⟨Matrix.of fun j d => if j = J d then 1 else 0, ?_⟩
      ext i d
      simp [pivotCols, Matrix.mul_apply]
    have hle : LinearMap.range (pivotCols M J).mulVecLin ≤ LinearMap.range M.mulVecLin := by
      rintro y ⟨v, rfl⟩
      refine ⟨S *ᵥ v, ?_⟩
      simp only [Matrix.mulVecLin_apply]
      rw [Matrix.mulVec_mulVec, ← hS]
    -- they are independent because the pivot block is invertible
    have hinj : Function.Injective (pivotCols M J).mulVecLin := by
      intro v w h
      have h1 : pivotBlock M I J *ᵥ v = pivotBlock M I J *ᵥ w :=
        funext fun d => congrFun h (I d)
      calc v = ((pivotBlock M I J)⁻¹ * pivotBlock M I J) *ᵥ v := by
            rw [Matrix.nonsing_inv_mul _ hG, Matrix.one_mulVec]
        _ = ((pivotBlock M I J)⁻¹ * pivotBlock M I J) *ᵥ w := by
            rw [← Matrix.mulVec_mulVec, h1, Matrix.mulVec_mulVec]
        _ = w := by rw [Matrix.nonsing_inv_mul _ hG, Matrix.one_mulVec]
    have hfin : Module.finrank K (LinearMap.range (pivotCols M J).mulVecLin)
        = Fintype.card D := by
      rw [LinearMap.finrank_range_of_inj hinj, Module.finrank_fintype_fun_eq_card]
    -- so they span the whole column space
    have heq : LinearMap.range (pivotCols M J).mulVecLin = LinearMap.range M.mulVecLin :=
      Submodule.eq_of_le_of_finrank_le hle (by rw [hfin]; exact hr)
    have hcol : ∀ j : n, ∃ v : D → K, pivotCols M J *ᵥ v = fun i => M i j := by
      intro j
      have hmem : (fun i => M i j) ∈ LinearMap.range M.mulVecLin := by
        refine ⟨fun k => if k = j then 1 else 0, ?_⟩
        funext i
        simp [Matrix.mulVec, dotProduct]
      rw [← heq] at hmem
      obtain ⟨v, hv⟩ := hmem
      exact ⟨v, hv⟩
    choose Y hY using hcol
    refine cross_exact M (pivotCols M J) (Matrix.of fun d j => Y j d) I J ?_ hG
    ext i j
    exact (congrFun (hY j) i).symm

/-- The real 2×2 matrix whose only nonzero entry is the lower right one. -/
def cornerM : Matrix (Fin 2) (Fin 2) ℝ := !![0, 0; 0, 1]

/-- The single pivot index pointing at the first row or column. -/
def cornerIdx : Fin 1 → Fin 2 := fun _ => 0

/-- The matrix `cornerM` factorises with inner dimension one, its pivot block on the first row
and column is zero, and no core matrix `W` gives `M = M(:,J) W M(I,:)`. -/
theorem singular_pivot_fails :
    cornerM = (!![0; 1] : Matrix (Fin 2) (Fin 1) ℝ) * (!![0, 1] : Matrix (Fin 1) (Fin 2) ℝ) ∧
      pivotBlock cornerM cornerIdx cornerIdx = 0 ∧
      ∀ W : Matrix (Fin 1) (Fin 1) ℝ,
        cornerM ≠ pivotCols cornerM cornerIdx * W * pivotRows cornerM cornerIdx := by
  refine ⟨?_, ?_, ?_⟩
  · ext i j
    fin_cases i <;> fin_cases j <;> simp [cornerM, Matrix.mul_apply]
  · ext i j
    rfl
  · intro W h
    -- the chosen column vanishes, so the product does too
    have hC : pivotCols cornerM cornerIdx = 0 := by
      ext i j
      fin_cases i <;> rfl
    rw [hC, Matrix.zero_mul, Matrix.zero_mul] at h
    have h11 := congrFun (congrFun h 1) 1
    simp [cornerM] at h11

/-- An explicit real 3×3 matrix. -/
def witM : Matrix (Fin 3) (Fin 3) ℝ := !![3, 2, 2; 1, 1, 0; 2, 1, 2]

/-- An explicit real 3×2 left factor. -/
def witX : Matrix (Fin 3) (Fin 2) ℝ := !![1, 2; 0, 1; 1, 1]

/-- An explicit real 2×3 right factor. -/
def witY : Matrix (Fin 2) (Fin 3) ℝ := !![1, 0, 2; 1, 1, 0]

/-- The first and third rows as pivot rows. -/
def witI : Fin 2 → Fin 3 := ![0, 2]

/-- The first and second columns as pivot columns. -/
def witJ : Fin 2 → Fin 3 := ![0, 1]

/-- The 3×3 matrix `witM` equals `witX witY` with inner dimension two, and its pivot block on
rows `witI` and columns `witJ` is invertible. -/
theorem cross_exact_witness :
    witM = witX * witY ∧ IsUnit (pivotBlock witM witI witJ).det := by
  constructor
  · ext i j
    fin_cases i <;> fin_cases j <;>
      simp [witM, witX, witY, Matrix.mul_apply, Fin.sum_univ_succ] <;> norm_num
  · have hG : pivotBlock witM witI witJ = !![3, 2; 2, 1] := by
      ext i j
      fin_cases i <;> fin_cases j <;> rfl
    rw [hG, Matrix.det_fin_two_of]
    exact isUnit_iff_ne_zero.mpr (by norm_num)

end

end CrossInterpolation
```

```lean
#print axioms CrossInterpolation.cross_interpolates
-- 'CrossInterpolation.cross_interpolates' depends on axioms: [propext, Classical.choice, Quot.sound]
#print axioms CrossInterpolation.cross_exact_iff_factorises
-- 'CrossInterpolation.cross_exact_iff_factorises' depends on axioms: [propext, Classical.choice, Quot.sound]
#print axioms CrossInterpolation.cross_exact_iff_rank_le
-- 'CrossInterpolation.cross_exact_iff_rank_le' depends on axioms: [propext, Classical.choice, Quot.sound]
#print axioms CrossInterpolation.singular_pivot_fails
-- 'CrossInterpolation.singular_pivot_fails' depends on axioms: [propext, Classical.choice, Quot.sound]
```

## What the statements say

Cross approximation in its wider sense also includes error bounds for matrices that are only close to low rank and rules for choosing the pivots; the file treats neither.

A matrix `M : Matrix m n R` is a function $M_{ab}$ of a row label $a\in m$ and a column label $b\in n$, with values in a commutative ring $R$. A finite type `D` labels the pivots, and its size $|D|$, in Lean `Fintype.card D`, is the number written $D$ in the title and the opening. The choice of rows is a map `I : D → m` and the choice of columns a map `J : D → n`, so both selections have the same length and a fixed order. The definitions are

$$M(:,J)_{ak}=M_{a,J(k)},\qquad M(I,:)_{kb}=M_{I(k),b},\qquad G_{kl}=M_{I(k),J(l)},$$

under the names `pivotCols`, `pivotRows` and `pivotBlock`, and `crossInterp M I J` is $\tilde M=M(:,J)\,G^{-1}M(I,:)$.

Invertibility of $G$ is written `IsUnit (pivotBlock M I J).det`: the determinant has an inverse in $R$. Over $\mathbb R$ or $\mathbb C$ this means $\det G\neq0$, and over $\mathbb Z$ it means $\det G=\pm1$. Lean's `⁻¹` returns the zero matrix when the determinant is not a unit, so `crossInterp` is defined for every choice of pivots, but each theorem about it carries the hypothesis `hG`.

The main theorem `cross_exact` takes $X$ of shape $m\times D$ and $Y$ of shape $D\times n$, assumes $M=XY$ (`hM`) and $G$ invertible (`hG`), and concludes $M=\tilde M$. The same type `D` indexes the inner sum and the pivots, which encodes that there are as many pivots as inner terms. With $G$ invertible, three further theorems hold. By `cross_interpolates`, $\tilde M$ agrees with any $M$, factorised or not, on the chosen rows and columns. By `cross_exact_iff_factorises`, $M=\tilde M$ holds exactly when some factorisation through $D$ exists. By `cross_exact_iff_rank_le`, over a field and for finitely many columns, $M=\tilde M$ holds exactly when $\operatorname{rank}M\le|D|$.

## What it encodes

For a pure state of two subsystems, $|\psi\rangle=\sum_{ab}M_{ab}|a\rangle|b\rangle$, the hypothesis $M=XY$ reads $M_{ab}=\sum_{k\in D}X_{ak}Y_{kb}$: the state is a sum of $|D|$ product terms, and $k$ is the bond index across the cut. The theorem says that for one such cut, with the bond dimension exact and not truncated and with $G$ invertible, all amplitudes follow from those with $a$ in the chosen rows or $b$ in the chosen columns. No inner product, complex conjugation or normalisation enters, so the factors $M(:,J)G^{-1}$ and $M(I,:)$ carry no orthogonality property. In `cross_exact` the types `m` and `n` need not be finite, because every sum runs over `D`. Taking both to be $\mathbb R$ covers a function of the form $f(x,y)=\sum_k u_k(x)v_k(y)$ sampled along $|D|$ lines in each direction.

The invertibility of $G$ is assumed and not derived. Three things that a user would want next are left without a theorem in the file: that suitable pivots exist for a matrix of rank $|D|$, that the rank of $M$ is the Schmidt rank of $|\psi\rangle$, and that the step can be nested along a chain of several cuts. Rounding and the conditioning of $G$ are not modelled.

Neither hypothesis can be dropped. The theorem `singular_pivot_fails` takes $M=\begin{pmatrix}0&0\\0&1\end{pmatrix}$, which is the column $(0,1)^T$ times the row $(0,1)$, with the pivot on the first row and column (`Fin` indices start at zero). There $G=0$ and the chosen column vanishes, so no core matrix $W$ at all gives $M=M(:,J)\,W\,M(I,:)$. For the other hypothesis, the $2\times2$ identity with one pivot in the upper left corner has $G=1$ and $\tilde M=\operatorname{diag}(1,0)\neq M$, in accord with rank $2>1$.

## The derivation by hand

Write $A=X(I,:)$ and $B=Y(:,J)$, both square of size $|D|$. Setting $b=J(l)$, or $a=I(k)$, or both, in $M_{ab}=\sum_r X_{ar}Y_{rb}$ gives

$$M(:,J)=XB,\qquad M(I,:)=AY,\qquad G=AB.$$

Then $\det G=\det A\,\det B$. In a commutative ring a product is a unit exactly when both factors are, so $G$ is invertible exactly when $A$ and $B$ both are, and $G^{-1}=B^{-1}A^{-1}$. One square block cancels on each side:

$$M(:,J)\,G^{-1}=XB\,B^{-1}A^{-1}=XA^{-1},\qquad G^{-1}M(I,:)=B^{-1}A^{-1}AY=B^{-1}Y.$$

The left sides depend only on $M$ and the chosen rows and columns, so $XA^{-1}$ and $B^{-1}Y$ are the same for every factorisation through $D$, in particular after the gauge change $X\to XT$, $Y\to T^{-1}Y$. Multiplying the first identity by $M(I,:)=AY$ gives

$$\tilde M=XA^{-1}AY=XY=M.$$

For a general $M$, the rows $I$ of $M(:,J)$ form $G$, and so do the columns $J$ of $M(I,:)$. Therefore $\tilde M(I,:)=G\,G^{-1}M(I,:)=M(I,:)$ and $\tilde M(:,J)=M(:,J)\,G^{-1}G=M(:,J)$. The converse of exactness is immediate, since $M=\tilde M$ is itself a factorisation with $X=M(:,J)G^{-1}$ and $Y=M(I,:)$.

Over a field, if $M=\tilde M$ then the rank of $M$ is at most that of the left factor $M(:,J)G^{-1}$, which has $|D|$ columns. Conversely, let $\operatorname{rank}M\le|D|$ and put $C=M(:,J)$. The column space of $C$ lies in that of $M$. If $Cv=Cw$, then the rows $I$ of this equation read $Gv=Gw$, hence $v=w$, so the column space of $C$ has dimension $|D|$. A subspace of dimension $|D|$ inside a space of dimension at most $|D|$ is the whole space. Each column $j$ of $M$ is therefore $Cy_j$ for some vector $y_j$, the $y_j$ assemble into a matrix $Y$ with $M=CY$, and the main result applies with $X=C$.

The explicit case of `cross_exact_witness` has rows $(3,2,2)$, $(1,1,0)$, $(2,1,2)$, with the first and third rows and the first two columns chosen. The theorem states that this matrix equals `witX * witY` and that $G$ is invertible. By hand,

$$G=\begin{pmatrix}3&2\\2&1\end{pmatrix},\qquad \det G=-1,\qquad G^{-1}=\begin{pmatrix}-1&2\\2&-3\end{pmatrix}.$$

The sampled part $(1,1)$ of the second row times $G^{-1}$ is $(1,-1)$, and $(3,2,2)-(2,1,2)=(1,1,0)$ recovers the row, including the zero in its third place, the one entry that lies in no chosen row or column.

## How the Lean proof follows these steps

The lemmas `pivotCols_mul`, `pivotRows_mul` and `pivotBlock_mul` are the three selection identities, checked entry by entry. They allow an inner index type `E` different from `D`; squareness of $A$ and $B$ first matters in `pivotBlock_isUnit_iff`, where `Matrix.det_mul` factorises the determinant and `IsUnit.mul_iff` splits the unit condition. Commutativity of $R$ is used here.

In `cross_factors_gauge`, `Matrix.mul_inv_rev` turns $(AB)^{-1}$ into $B^{-1}A^{-1}$, and after regrouping, `Matrix.mul_nonsing_inv _ hY` cancels $BB^{-1}$ while `Matrix.nonsing_inv_mul _ hX` cancels $A^{-1}A$. The proof of `cross_exact` replaces $M$ by $XY$, rewrites with the first of these identities and with `pivotRows_mul`, and cancels $A^{-1}A$ once more. In `cross_interpolates`, `h1` and `h2` record that selecting rows and then columns, in either order, gives $G$ by definition. The forward direction of `cross_exact_iff_factorises` supplies the two factors named above, and the backward direction is `cross_exact`.

The forward half of `cross_exact_iff_rank_le` chains `Matrix.rank_mul_le_left` with `Matrix.rank_le_card_width`. In the backward half, column spaces appear as ranges of `mulVecLin`, the map $v\mapsto Mv$. The step `hS` writes $C=MS$ with the selection matrix $S_{jd}=\delta_{j,J(d)}$, which gives the inclusion `hle`. The step `hinj` is the argument from $Cv=Cw$ to $v=w$, by inserting $G^{-1}G$, and `hfin` converts injectivity into dimension $|D|$. Then `heq` obtains equality of the two spaces from `Submodule.eq_of_le_of_finrank_le`, `hcol` writes each column of $M$ as $Cv$, and `choose` collects these vectors into $Y$ for the final call of `cross_exact`.

For `singular_pivot_fails`, `hC` shows that the chosen column is zero, so the product is zero for every $W$, and the lower right entry gives the contradiction $1=0$. The witness is checked entry by entry, with `Matrix.det_fin_two_of` giving $3\cdot1-2\cdot2\neq0$.
